# The local phase exp(iqχ) shifts the canonical momentum density of f by qχ′|f|²

For a complex function f of one real variable, the canonical momentum density is Re(f*(−i f′)), in units with ħ = 1. The lemma says that multiplying f by exp(iqχ), with q and χ real, adds qχ′|f|² to this density at any point where χ and f are differentiable. f need not be normalised; if it is square-integrable and not zero almost everywhere, dividing both densities and |f|² by ∫|f|² gives the values for the normalised state. The proof uses the product rule to write −i times the derivative of the new function as the same phase times −i f′ + qχ′f. The phase then cancels against its conjugate, and taking real parts gives the result.

This version doesn't compile in Lean 4 with Mathlib:

```lean
import Mathlib

open Complex
open scoped ComplexConjugate

namespace CanonicalDensityGauge

noncomputable section

/-- The local phase change `f ↦ exp(i q χ) f`. -/
def rephase (q : ℝ) (χ : ℝ → ℝ) (f : ℝ → ℂ) (x : ℝ) : ℂ :=
  cexp (I * q * χ x) * f x

/-- The canonical momentum density `Re(f* (-i ∂ₓ) f)`. -/
def canonicalDensity (f : ℝ → ℂ) (x : ℝ) : ℝ :=
  (conj (f x) * (-I * deriv f x)).re

/-- Product rule for a local phase: where `χ` and `f` are differentiable, the derivative of
`exp(i q χ) f` is `exp(i q χ) (f' + i q χ' f)`. -/
theorem hasDerivAt_rephase {q : ℝ} {χ : ℝ → ℝ} {f : ℝ → ℂ} {x χ' : ℝ} {f' : ℂ}
    (hχ : HasDerivAt χ χ' x) (hf : HasDerivAt f f' x) :
    HasDerivAt (rephase q χ f) (cexp (I * q * χ x) * (f' + I * q * χ' * f x)) x := by
  have h1 : HasDerivAt (fun y => I * q * (χ y : ℂ)) (I * q * χ') x :=
    hχ.ofReal_comp.const_mul (I * q)
  have h2 := h1.cexp.fun_mul hf
  exact h2.congr_deriv (by ring)

/-- A common local phase drops out of the product `f* g`. -/
theorem conj_rephase_mul (q : ℝ) (χ : ℝ → ℝ) (f g : ℝ → ℂ) (x : ℝ) :
    conj (rephase q χ f x) * rephase q χ g x = conj (f x) * g x := by
  have h : conj (cexp (I * q * χ x)) * cexp (I * q * χ x) = 1 := by
    rw [← Complex.exp_conj, ← Complex.exp_add]
    simp
  simp only [rephase, map_mul]
  linear_combination (conj (f x) * g x) * h

/-- Where `χ` and `f` are differentiable, the phase change `exp(i q χ)` shifts the canonical
momentum density by `q χ' |f|²`. -/
theorem canonicalDensity_gauge {q : ℝ} {χ : ℝ → ℝ} {f : ℝ → ℂ} {x : ℝ}
    (hχ : DifferentiableAt ℝ χ x) (hf : DifferentiableAt ℝ f x) :
    canonicalDensity (rephase q χ f) x =
      canonicalDensity f x + q * deriv χ x * ‖f x‖ ^ 2 := by
  have h1 : -I * deriv (rephase q χ f) x =
      rephase q χ (fun y => -I * deriv f y + q * deriv χ y * f y) x := by
    rw [(hasDerivAt_rephase (q := q) hχ.hasDerivAt hf.hasDerivAt).deriv]
    simp only [rephase]
    linear_combination (-(q * deriv χ x * cexp (I * q * χ x) * f x)) * I_sq
  have h2 : conj (f x) * (-I * deriv f x + q * deriv χ x * f x) =
      conj (f x) * (-I * deriv f x) + ((q * deriv χ x * ‖f x‖ ^ 2 : ℝ) : ℂ) := by
    push_cast
    linear_combination (q * deriv χ x : ℂ) * Complex.conj_mul' (f x)
  simp only [canonicalDensity]
  rw [h1, conj_rephase_mul, h2, Complex.add_re, Complex.ofReal_re]

end

end CanonicalDensityGauge
```

Messages:

```
Main.lean:47:36: error: Application type mismatch: The argument
  χ
has type
  ℝ → ℝ
but is expected to have type
  ℝ → ℂ
in the application
  deriv χ
```

The mended proof, as a diff:

```diff
@@ -45,9 +45,9 @@
     rw [(hasDerivAt_rephase (q := q) hχ.hasDerivAt hf.hasDerivAt).deriv]
     simp only [rephase]
-    linear_combination (-(q * deriv χ x * cexp (I * q * χ x) * f x)) * I_sq
+    linear_combination (-(q * (deriv χ x : ℝ) * cexp (I * q * χ x) * f x)) * I_sq
   have h2 : conj (f x) * (-I * deriv f x + q * deriv χ x * f x) =
       conj (f x) * (-I * deriv f x) + ((q * deriv χ x * ‖f x‖ ^ 2 : ℝ) : ℂ) := by
     push_cast
-    linear_combination (q * deriv χ x : ℂ) * Complex.conj_mul' (f x)
+    linear_combination (q * (deriv χ x : ℝ) : ℂ) * Complex.conj_mul' (f x)
   simp only [canonicalDensity]
   rw [h1, conj_rephase_mul, h2, Complex.add_re, Complex.ofReal_re]
```

Cause. The message says that `deriv` was expected to take a function `ℝ → ℂ`, but was given the real-valued `χ`. It points to the coefficient in the first `linear_combination` of `canonicalDensity_gauge`, which proves an equation in `ℂ`. `linear_combination` takes the products in this coefficient apart and elaborates each factor with expected type `ℂ`. For `deriv χ x`, that fixes the codomain of the function to be differentiated as `ℂ`, and `χ` does not fit.

Writing `(deriv χ x : ℝ)` makes Lean take the derivative as a real number first and then coerce the result to `ℂ`, which is what the proof needs.

The same change in the second `linear_combination` is mere tidying. There the whole product already stands inside `(... : ℂ)`, so it is elaborated as ordinary arithmetic, where Lean finds the real type of `deriv χ x` before inserting the coercion.
